# One-electron Pauli repulsion of two overlapping orbitals with Wolfsberg-Helmholz coupling

Put one electron in each of two overlapping fragment orbitals, both with the same spin, and ask what is lost by simply adding their orbital energies, meaning the diagonal elements of the full one-electron Hamiltonian $H$. Take $u=(1,0)$, $v=(3/5,4/5)$ and

$$H=\begin{pmatrix}-1&-3/4\\-3/4&1/8\end{pmatrix}.$$

Both diagonal elements $\langle u,Hu\rangle$ and $\langle v,Hv\rangle$ are $-1$, so the sum is $-2$. But the two orbitals span the whole plane, and two non-interacting electrons filling it have energy $\operatorname{tr}H=-7/8$. The sum is too low by $9/8$, because it treats the orbitals as if they were orthogonal.

## The missing energy as a function of overlap

Let $u,v$ be real unit vectors with overlap $s=\langle u,v\rangle$, $|s|<1$. Let $H$ be symmetric, with $h_1=\langle u,Hu\rangle$, $h_2=\langle v,Hv\rangle$ and coupling $k=\langle u,Hv\rangle$. Assume the Wolfsberg-Helmholz relation $k=Ks(h_1+h_2)/2$. It models the interaction between the orbitals as proportional to their overlap and mean energy, with an empirical factor $K$. Then the energy of the spanned space exceeds $h_1+h_2$ by

$$\Delta=\frac{(h_1+h_2)(1-K)s^2}{1-s^2}.$$

If $s\neq0$ and $h_1+h_2<0$, this is positive exactly when $K>1$. The example has $s=3/5$ and $K=2$.

## Fragment sums with and without the overlap matrix

In this non-interacting two-orbital model, a code that adds the diagonal elements $h_1$ and $h_2$ of the full Hamiltonian without orthogonalising the orbitals omits $\Delta$. A code that evaluates $\operatorname{tr}(S^{-1}h)$, with $S$ the overlap matrix and $h$ the Hamiltonian matrix of the occupied orbitals, includes it.

## From the overlap matrix to the repulsion

Let $\varphi_i$ be linearly independent orbitals with span $W$, and let $P$ project orthogonally onto $W$. The energy of non-interacting same-spin electrons filling $W$ is the trace of the compression of $H$ to $W$, the map $w\mapsto PHw$ from $W$ to itself. Write $S_{ij}=\langle\varphi_i,\varphi_j\rangle$ and $h_{ij}=\langle\varphi_i,H\varphi_j\rangle$.

If $Sx=0$, then $\sum_j x_j\varphi_j$ is orthogonal to every $\varphi_i$, hence to itself. It therefore vanishes, and independence gives $x=0$. So $S$ is invertible.

Expand $PH\varphi_j=\sum_l M_{lj}\varphi_l$ and take the inner product with $\varphi_i$. Since $\varphi_i\in W$, the projection has no effect on the left side:

$$h_{ij}=\sum_l S_{il}M_{lj}.$$

Thus $M=S^{-1}h$, and the trace of the compression is $\operatorname{tr}(S^{-1}h)$.

For the pair, suppose $au+bv=0$. Inner products with $u$ and $v$ give $a+bs=0$ and $as+b=0$, so $b(1-s^2)=0$ and $a=b=0$. The orbitals are independent, and

$$S^{-1}=\frac1{1-s^2}\begin{pmatrix}1&-s\\-s&1\end{pmatrix},\qquad
\operatorname{tr}(S^{-1}h)=\frac{h_1+h_2-2sk}{1-s^2}.$$

Subtracting $h_1+h_2$ leaves $\left[(h_1+h_2)s^2-2sk\right]/(1-s^2)$. Inserting $2sk=Ks^2(h_1+h_2)$ gives $\Delta$, which is $K-1$ times $-(h_1+h_2)s^2/(1-s^2)$. That factor is positive under the sign conditions.

## The Lean file

```lean
import Mathlib

open scoped InnerProductSpace

namespace PauliRepulsion

noncomputable section

variable {E : Type*} [NormedAddCommGroup E] [InnerProductSpace ℝ E] [FiniteDimensional ℝ E]
variable {ι : Type*} [Fintype ι] [DecidableEq ι]

/-- The overlap matrix of a family of orbitals. -/
def overlap (φ : ι → E) : Matrix ι ι ℝ := Matrix.of fun i j => ⟪φ i, φ j⟫_ℝ

/-- The matrix elements of the one-electron Hamiltonian between the orbitals. -/
def hamiltonianMatrix (H : E →ₗ[ℝ] E) (φ : ι → E) : Matrix ι ι ℝ :=
  Matrix.of fun i j => ⟪φ i, H (φ j)⟫_ℝ

/-- The compression of `H` to a subspace `W`: apply `H`, then project orthogonally back to `W`. -/
def compression (H : E →ₗ[ℝ] E) (W : Submodule ℝ E) : W →ₗ[ℝ] W :=
  (W.orthogonalProjectionOnto : E →ₗ[ℝ] W) ∘ₗ H ∘ₗ W.subtype

/-- The energy of the occupied space: the trace of `H` compressed to the span of the orbitals. -/
def occupiedEnergy (H : E →ₗ[ℝ] E) (φ : ι → E) : ℝ :=
  LinearMap.trace ℝ _ (compression H (Submodule.span ℝ (Set.range φ)))

/-- The diagonal element of `H` in the orbital `u`. -/
def orbitalEnergy (H : E →ₗ[ℝ] E) (u : E) : ℝ := ⟪u, H u⟫_ℝ

/-- The energy of the space spanned by two orbitals, less the sum of their orbital energies. -/
def pauliRepulsion (H : E →ₗ[ℝ] E) (u v : E) : ℝ :=
  occupiedEnergy H ![u, v] - (orbitalEnergy H u + orbitalEnergy H v)

/-- The Wolfsberg-Helmholz relation: the coupling is `K` times the overlap times the mean
orbital energy. -/
def WolfsbergHelmholz (H : E →ₗ[ℝ] E) (K : ℝ) (u v : E) : Prop :=
  ⟪u, H v⟫_ℝ = K * ⟪u, v⟫_ℝ * (orbitalEnergy H u + orbitalEnergy H v) / 2

omit [FiniteDimensional ℝ E] in
/-- Linearly independent orbitals have a nonsingular overlap matrix. -/
theorem overlap_det_ne_zero {φ : ι → E} (hφ : LinearIndependent ℝ φ) :
    (overlap φ).det ≠ 0 := by
  intro h
  obtain ⟨x, hx, h0⟩ := Matrix.exists_mulVec_eq_zero_iff.mpr h
  -- a null vector of the overlap matrix gives a combination orthogonal to every orbital
  have hi : ∀ i, ⟪φ i, ∑ j, x j • φ j⟫_ℝ = 0 := by
    intro i
    have := congrFun h0 i
    simpa [overlap, Matrix.mulVec, dotProduct, inner_sum, real_inner_smul_right, mul_comm]
      using this
  have hz : ∑ j, x j • φ j = 0 := by
    rw [← inner_self_eq_zero (𝕜 := ℝ), sum_inner]
    exact Finset.sum_eq_zero fun i _ => by rw [real_inner_smul_left, hi, mul_zero]
  exact hx (funext (Fintype.linearIndependent_iff.mp hφ x hz))

/-- For linearly independent orbitals, the energy of the occupied space is the trace of the
inverse overlap matrix times the Hamiltonian matrix. -/
theorem occupiedEnergy_eq_trace (H : E →ₗ[ℝ] E) {φ : ι → E} (hφ : LinearIndependent ℝ φ) :
    occupiedEnergy H φ = ((overlap φ)⁻¹ * hamiltonianMatrix H φ).trace := by
  obtain ⟨b, hb⟩ : ∃ b : Module.Basis ι ℝ (Submodule.span ℝ (Set.range φ)),
      ∀ i, (b i : E) = φ i :=
    ⟨Module.Basis.span hφ, fun i => congrArg Subtype.val (Module.Basis.span_apply hφ i)⟩
  -- in the orbital basis the compression has a matrix M with S M = h
  have hM : overlap φ * LinearMap.toMatrix b b (compression H _) = hamiltonianMatrix H φ := by
    ext i j
    have hsum : ∑ k, LinearMap.toMatrix b b (compression H _) k j • b k
        = compression H _ (b j) := by
      simp only [LinearMap.toMatrix_apply]
      exact b.sum_repr _
    have h1 : ⟪b i, compression H _ (b j)⟫_ℝ = ⟪φ i, H (φ j)⟫_ℝ := by
      rw [← hb i, ← hb j]
      exact Submodule.inner_orthogonalProjectionOnto_eq_of_mem_left (b i) (H (b j))
    rw [← hsum, inner_sum] at h1
    simp only [Submodule.coe_inner, Submodule.coe_smul, real_inner_smul_right, hb] at h1
    simp only [Matrix.mul_apply, overlap, hamiltonianMatrix, Matrix.of_apply]
    rw [← h1]
    exact Finset.sum_congr rfl fun k _ => mul_comm _ _
  unfold occupiedEnergy
  rw [LinearMap.trace_eq_matrix_trace ℝ b, ← hM, ← Matrix.mul_assoc,
    Matrix.nonsing_inv_mul _ (isUnit_iff_ne_zero.mpr (overlap_det_ne_zero hφ)), Matrix.one_mul]

omit [FiniteDimensional ℝ E] in
/-- Two normalised orbitals whose overlap is below one in magnitude are linearly independent. -/
theorem linearIndependent_pair {u v : E} (hu : ‖u‖ = 1) (hv : ‖v‖ = 1)
    (hs : |⟪u, v⟫_ℝ| < 1) : LinearIndependent ℝ ![u, v] := by
  rw [LinearIndependent.pair_iff]
  intro a b h
  have hs2 : ⟪u, v⟫_ℝ ^ 2 < 1 := (sq_lt_one_iff_abs_lt_one _).mpr hs
  -- project the vanishing combination on each orbital
  have e1 : a + b * ⟪u, v⟫_ℝ = 0 := by
    have := congrArg (fun x => ⟪u, x⟫_ℝ) h
    simpa [inner_add_right, real_inner_smul_right, real_inner_self_eq_norm_sq, hu] using this
  have e2 : a * ⟪u, v⟫_ℝ + b = 0 := by
    have := congrArg (fun x => ⟪v, x⟫_ℝ) h
    simpa [inner_add_right, real_inner_smul_right, real_inner_self_eq_norm_sq, hv,
      real_inner_comm u v] using this
  have hb : b * (1 - ⟪u, v⟫_ℝ ^ 2) = 0 := by linear_combination e2 - ⟪u, v⟫_ℝ * e1
  have hb0 : b = 0 := (mul_eq_zero.mp hb).resolve_right (by linarith)
  refine ⟨?_, hb0⟩
  rw [hb0] at e1
  linarith

/-- The energy of the space spanned by two normalised orbitals with overlap below one in
magnitude, for a symmetric Hamiltonian with any coupling between them. -/
theorem occupiedEnergy_pair {H : E →ₗ[ℝ] E} (hH : H.IsSymmetric) {u v : E}
    (hu : ‖u‖ = 1) (hv : ‖v‖ = 1) (hs : |⟪u, v⟫_ℝ| < 1) :
    occupiedEnergy H ![u, v] =
      (orbitalEnergy H u + orbitalEnergy H v - 2 * ⟪u, v⟫_ℝ * ⟪u, H v⟫_ℝ)
        / (1 - ⟪u, v⟫_ℝ ^ 2) := by
  have hS : overlap ![u, v] = !![1, ⟪u, v⟫_ℝ; ⟪u, v⟫_ℝ, 1] := by
    ext i j
    fin_cases i <;> fin_cases j <;>
      simp [overlap, hu, hv, real_inner_comm u v]
  have hvu : ⟪v, H u⟫_ℝ = ⟪u, H v⟫_ℝ := (real_inner_comm _ _).trans (hH u v)
  have hh : hamiltonianMatrix H ![u, v] =
      !![orbitalEnergy H u, ⟪u, H v⟫_ℝ; ⟪u, H v⟫_ℝ, orbitalEnergy H v] := by
    ext i j
    fin_cases i <;> fin_cases j <;> simp [hamiltonianMatrix, orbitalEnergy, hvu]
  rw [occupiedEnergy_eq_trace H (linearIndependent_pair hu hv hs), hS, hh, Matrix.inv_def,
    Matrix.det_fin_two_of, Matrix.adjugate_fin_two_of, Ring.inverse_eq_inv']
  simp only [Matrix.trace_fin_two, Matrix.mul_apply, Fin.sum_univ_two, Matrix.smul_apply,
    smul_eq_mul, Matrix.of_apply, Matrix.cons_val_zero, Matrix.cons_val_one]
  ring

/-- For two normalised orbitals with overlap below one in magnitude and a symmetric Hamiltonian
with Wolfsberg-Helmholz coupling, the Pauli repulsion is `(h₁ + h₂)(1 - K)s² / (1 - s²)`. -/
theorem pauliRepulsion_eq {H : E →ₗ[ℝ] E} (hH : H.IsSymmetric) {u v : E} {K : ℝ}
    (hu : ‖u‖ = 1) (hv : ‖v‖ = 1) (hs : |⟪u, v⟫_ℝ| < 1) (hK : WolfsbergHelmholz H K u v) :
    pauliRepulsion H u v =
      (orbitalEnergy H u + orbitalEnergy H v) * (1 - K) * ⟪u, v⟫_ℝ ^ 2
        / (1 - ⟪u, v⟫_ℝ ^ 2) := by
  have hs2 : ⟪u, v⟫_ℝ ^ 2 < 1 := (sq_lt_one_iff_abs_lt_one _).mpr hs
  have hne : 1 - ⟪u, v⟫_ℝ ^ 2 ≠ 0 := by linarith
  unfold WolfsbergHelmholz at hK
  rw [pauliRepulsion, occupiedEnergy_pair hH hu hv hs, hK, eq_div_iff hne, sub_mul,
    div_mul_cancel₀ _ hne]
  ring

/-- For two normalised orbitals with nonzero overlap below one in magnitude, and a symmetric
Hamiltonian with Wolfsberg-Helmholz coupling and a negative sum of orbital energies, the Pauli
repulsion is positive exactly when `K > 1`. -/
theorem pauliRepulsion_pos_iff {H : E →ₗ[ℝ] E} (hH : H.IsSymmetric) {u v : E} {K : ℝ}
    (hu : ‖u‖ = 1) (hv : ‖v‖ = 1) (hs : |⟪u, v⟫_ℝ| < 1) (hs0 : ⟪u, v⟫_ℝ ≠ 0)
    (hK : WolfsbergHelmholz H K u v) (hneg : orbitalEnergy H u + orbitalEnergy H v < 0) :
    0 < pauliRepulsion H u v ↔ 1 < K := by
  have hs2 : ⟪u, v⟫_ℝ ^ 2 < 1 := (sq_lt_one_iff_abs_lt_one _).mpr hs
  have hc : 0 < -(orbitalEnergy H u + orbitalEnergy H v)
      * (⟪u, v⟫_ℝ ^ 2 / (1 - ⟪u, v⟫_ℝ ^ 2)) :=
    mul_pos (by linarith) (div_pos (by positivity) (by linarith))
  -- the repulsion is a positive factor times K - 1
  have he : pauliRepulsion H u v = -(orbitalEnergy H u + orbitalEnergy H v)
      * (⟪u, v⟫_ℝ ^ 2 / (1 - ⟪u, v⟫_ℝ ^ 2)) * (K - 1) := by
    rw [pauliRepulsion_eq hH hu hv hs hK]
    ring
  rw [he, mul_pos_iff_of_pos_left hc, sub_pos]

/-- A two-level Hamiltonian with rows `(-1, -3/4)` and `(-3/4, 1/8)`. -/
def modelH : EuclideanSpace ℝ (Fin 2) →ₗ[ℝ] EuclideanSpace ℝ (Fin 2) where
  toFun x := !₂[-x 0 - 3 / 4 * x 1, -(3 / 4) * x 0 + 1 / 8 * x 1]
  map_add' x y := by
    ext i
    fin_cases i <;> simp <;> ring
  map_smul' c x := by
    ext i
    fin_cases i <;> simp <;> ring

/-- The model Hamiltonian is symmetric, and the normalised orbitals `(1, 0)` and `(3/5, 4/5)` have
overlap `3/5`, Wolfsberg-Helmholz coupling with `K = 2`, and orbital energies summing to `-2`. -/
theorem pauliRepulsion_witness :
    modelH.IsSymmetric ∧ ‖(!₂[1, 0] : EuclideanSpace ℝ (Fin 2))‖ = 1 ∧
    ‖(!₂[3 / 5, 4 / 5] : EuclideanSpace ℝ (Fin 2))‖ = 1 ∧
    ⟪(!₂[1, 0] : EuclideanSpace ℝ (Fin 2)), !₂[3 / 5, 4 / 5]⟫_ℝ = 3 / 5 ∧
    WolfsbergHelmholz modelH 2 !₂[1, 0] !₂[3 / 5, 4 / 5] ∧
    orbitalEnergy modelH !₂[1, 0] + orbitalEnergy modelH !₂[3 / 5, 4 / 5] = -2 := by
  refine ⟨?_, ?_, ?_, ?_, ?_, ?_⟩
  · intro x y
    simp [modelH, PiLp.inner_apply, Fin.sum_univ_two]
    ring
  · norm_num [EuclideanSpace.norm_eq, Fin.sum_univ_two]
  · norm_num [EuclideanSpace.norm_eq, Fin.sum_univ_two]
  · norm_num [PiLp.inner_apply, Fin.sum_univ_two]
  · norm_num [WolfsbergHelmholz, orbitalEnergy, modelH, PiLp.inner_apply, Fin.sum_univ_two]
  · norm_num [orbitalEnergy, modelH, PiLp.inner_apply, Fin.sum_univ_two]

end

end PauliRepulsion
```

```lean
#print axioms PauliRepulsion.pauliRepulsion_pos_iff
```

```
'PauliRepulsion.pauliRepulsion_pos_iff' depends on axioms: [propext, Classical.choice, Quot.sound]
```

## Guarantees and limits for real orbitals

The space `E` is a finite-dimensional real inner product space, as for a finite basis of real orbitals. `occupiedEnergy` is the trace of the linear map `compression`, so the formula with $S^{-1}$ is proved, not taken as the definition. `WolfsbergHelmholz` is a hypothesis.

Two names are narrower or looser than in textbooks. `orbitalEnergy` is a diagonal element of the full $H$, not necessarily an eigenvalue. `pauliRepulsion` is only the one-electron difference $\Delta$, without electron-electron terms.

`overlap_det_ne_zero` is the null-vector argument. In `occupiedEnergy_eq_trace`, the step `hM` proves $SM=h$ entry by entry, using the basis expansion and the projection identity. `linearIndependent_pair` takes the two inner products, and `occupiedEnergy_pair` writes out the $2\times2$ matrices and leaves the algebra to `ring`. `pauliRepulsion_eq` inserts the coupling; `pauliRepulsion_pos_iff` isolates the positive factor. `pauliRepulsion_witness` checks that the opening example meets the hypotheses.

The step left to physics is identifying the trace with the energy of a Slater determinant of same-spin, non-interacting electrons. The theorems also concern real numbers: in floating point, division by $1-s^2$ amplifies rounding errors as $|s|$ approaches one.
